# At fixed canonical momentum $p$, a free electron coupled to static field modes has minimum energy $p^2/(2M)$, with $M=m+\sum_a\lambda_a^2/\omega_a^2$

Q: When I compute the energy of an electron in a cavity against its canonical momentum $p$, with no external potential, I eliminate the field coordinates and keep one parabola, $p^2/(2M)$. What does that step look like in numbers?

A: Sum $\lambda_a^2/\omega_a^2$ over the chosen modes, add the bare mass $m$, and use the total $M$ in the dispersion. Here $\omega_a$ is a mode frequency and $\lambda_a$ its coupling, with charge and polarisation absorbed. In atomic units, $m=1$ and one mode with $\lambda=\omega=0.1$ give $M=2$. At $p=1$ the energy, apart from the zero-point energy of the coupled field, is $1/4$ instead of $1/2$, and the field sits at $q=5$.

Q: Derive it by hand first.

A: For field displacements $q_a$, the energy is

$$E(q)=\frac{(p-\sum_a\lambda_a q_a)^2}{2m}+\sum_a\frac{\omega_a^2q_a^2}{2}.$$

Let $u=(p-\sum_a\lambda_aq_a)/m$ be the kinetic velocity. Setting $\partial E/\partial q_a=0$ gives $q_a=\lambda_au/\omega_a^2$. Inserting this in the definition of $u$ gives $mu=p-(M-m)u$, so $u=p/M$. Write $v=p/M$. To see that this point is the minimum, consider the squares

$$\frac m2(u-v)^2+\sum_a\frac{\omega_a^2}{2}\Big(q_a-\frac{\lambda_a}{\omega_a^2}v\Big)^2.$$

They expand to $E(q)-v\,(mu+\sum_a\lambda_aq_a)+\tfrac12Mv^2$. The bracket equals $p=Mv$, so the squares sum to $E(q)-p^2/(2M)$. They are nonnegative, and all vanish at the stationary point.

Q: Where is that energy in the Lean code?

A: The modes are labelled by a type `ι`, and the finite set `s` selects those included in the model.

```lean
import Mathlib

open Finset

namespace PauliFierzFreeElectron

noncomputable section

variable {ι : Type*}

/-- Pauli-Fierz energy of a free electron with canonical momentum `p` and bare mass `m ≠ 0`,
coupled with strengths `lam a` to static field displacements `q a` of the modes `a` in `s`. -/
def energy (s : Finset ι) (m : ℝ) (lam ω : ι → ℝ) (p : ℝ) (q : ι → ℝ) : ℝ :=
  (p - ∑ a ∈ s, lam a * q a) ^ 2 / (2 * m) + ∑ a ∈ s, ω a ^ 2 * q a ^ 2 / 2
```

Q: There, `p` and `q` are real numbers. My field is quantised.

A: The theorems leave that step out: `energy` is classical, with the field momenta set to zero. In the quantum problem with this dipole coupling, $p$ is conserved and only shifts the oscillators' equilibrium, so the zero-point energy adds a constant independent of $p$. For one mode this constant is $\tfrac12\sqrt{\omega^2+\lambda^2/m}$ in atomic units, not $\omega/2$, because the squared coupling term stiffens the oscillator. That argument is ordinary oscillator theory, which I add to the checked classical minimum. The model also has one momentum component and a spatially uniform field.

Q: And `freeMass`? I would read that as the bare mass.

A: It is the dressed mass $M$; "free" means no external potential. The bare mass is `m`. The stationary displacement is `relaxed`.

```lean
/-- The free-electron mass `M = m + ∑ lam a ^ 2 / ω a ^ 2`, for nonzero mode frequencies. -/
def freeMass (s : Finset ι) (m : ℝ) (lam ω : ι → ℝ) : ℝ :=
  m + ∑ a ∈ s, lam a ^ 2 / ω a ^ 2

/-- The field displacement `(lam a / ω a ^ 2) * (p / M)` of mode `a`, for nonzero frequencies
and nonzero `M`. -/
def relaxed (s : Finset ι) (m : ℝ) (lam ω : ι → ℝ) (p : ℝ) (a : ι) : ℝ :=
  lam a / ω a ^ 2 * (p / freeMass s m lam ω)
```

Q: What do the positivity assumptions mean physically?

A: `0 < m` gives the electron ordinary inertia, and `0 < ω a` gives each selected mode a restoring force. The first lemma adds a nonnegative sum to $m$, so $M>0$.

```lean
/-- For a positive bare mass the free-electron mass is positive. -/
theorem freeMass_pos (s : Finset ι) {m : ℝ} (hm : 0 < m) (lam ω : ι → ℝ) :
    0 < freeMass s m lam ω := by
  have h : 0 ≤ ∑ a ∈ s, lam a ^ 2 / ω a ^ 2 := Finset.sum_nonneg fun a _ => by positivity
  unfold freeMass
  linarith
```

The second recovers $u=p/M$. Its step `hfield` says that the field term carries momentum $(M-m)p/M$.

```lean
/-- For `m > 0`, the kinetic velocity `(p - ∑ lam a * q a) / m` of the electron in the relaxed
field is `p / M`. -/
theorem velocity_relaxed (s : Finset ι) {m : ℝ} (hm : 0 < m) (lam ω : ι → ℝ) (p : ℝ) :
    (p - ∑ a ∈ s, lam a * relaxed s m lam ω p a) / m = p / freeMass s m lam ω := by
  have hM := (freeMass_pos s hm lam ω).ne'
  have hS : ∑ a ∈ s, lam a ^ 2 / ω a ^ 2 = freeMass s m lam ω - m := by
    unfold freeMass
    ring
  -- the relaxed field carries the momentum `(M - m) * (p / M)`
  have hfield : ∑ a ∈ s, lam a * relaxed s m lam ω p a
      = (freeMass s m lam ω - m) * (p / freeMass s m lam ω) := by
    rw [← hS, Finset.sum_mul]
    refine Finset.sum_congr rfl fun a _ => ?_
    unfold relaxed
    ring
  have hp : freeMass s m lam ω * (p / freeMass s m lam ω) = p := by field_simp
  rw [hfield, div_eq_iff hm.ne']
  linear_combination -hp
```

Q: Does Lean also differentiate?

A: No, it proves the identity in squares directly. `key` expands the mode squares for any velocity `v`, term by term; `field_simp` and `ring` then finish the algebra.

```lean
/-- Completing the square: for `m > 0` and positive frequencies, the energy is `p ^ 2 / (2 * M)`
plus a square in the deviation of the velocity from `p / M` and a square in the deviation of
each mode from its relaxed displacement. -/
theorem energy_eq_add_squares (s : Finset ι) {m : ℝ} (hm : 0 < m) (lam : ι → ℝ) {ω : ι → ℝ}
    (hω : ∀ a ∈ s, 0 < ω a) (p : ℝ) (q : ι → ℝ) :
    energy s m lam ω p q = p ^ 2 / (2 * freeMass s m lam ω)
      + m / 2 * ((p - ∑ a ∈ s, lam a * q a) / m - p / freeMass s m lam ω) ^ 2
      + ∑ a ∈ s, ω a ^ 2 / 2 * (q a - relaxed s m lam ω p a) ^ 2 := by
  have hM := (freeMass_pos s hm lam ω).ne'
  have hm0 := hm.ne'
  have hS : ∑ a ∈ s, lam a ^ 2 / ω a ^ 2 = freeMass s m lam ω - m := by
    unfold freeMass
    ring
  -- expand the mode squares for an arbitrary velocity `v`
  have key : ∀ v : ℝ, ∑ a ∈ s, ω a ^ 2 / 2 * (q a - lam a / ω a ^ 2 * v) ^ 2
      = ∑ a ∈ s, ω a ^ 2 * q a ^ 2 / 2 - v * ∑ a ∈ s, lam a * q a
        + v ^ 2 / 2 * ∑ a ∈ s, lam a ^ 2 / ω a ^ 2 := by
    intro v
    rw [Finset.mul_sum, Finset.mul_sum, ← Finset.sum_sub_distrib, ← Finset.sum_add_distrib]
    refine Finset.sum_congr rfl fun a ha => ?_
    have h0 := (hω a ha).ne'
    field_simp
    ring
  unfold energy relaxed
  rw [key, hS]
  field_simp
  ring
```

In the relaxed field both kinds of square vanish.

```lean
/-- For `m > 0` and positive frequencies, the energy in the relaxed field is
`p ^ 2 / (2 * M)`. -/
theorem energy_relaxed (s : Finset ι) {m : ℝ} (hm : 0 < m) (lam : ι → ℝ) {ω : ι → ℝ}
    (hω : ∀ a ∈ s, 0 < ω a) (p : ℝ) :
    energy s m lam ω p (relaxed s m lam ω p) = p ^ 2 / (2 * freeMass s m lam ω) := by
  rw [energy_eq_add_squares s hm lam hω, velocity_relaxed s hm]
  simp
```

Q: Is the minimum actually reached, or only approached?

A: It is reached. `IsLeast (Set.range ...)` says that the value is one of the energies and lies below all others. The proof supplies `relaxed` for the first part and nonnegative squares for the second.

```lean
/-- For `m > 0` and positive frequencies, the minimum of the Pauli-Fierz energy over all real
field displacements is `p ^ 2 / (2 * M)` with `M = m + ∑ lam a ^ 2 / ω a ^ 2`. -/
theorem isLeast_energy (s : Finset ι) {m : ℝ} (hm : 0 < m) (lam : ι → ℝ) {ω : ι → ℝ}
    (hω : ∀ a ∈ s, 0 < ω a) (p : ℝ) :
    IsLeast (Set.range (energy s m lam ω p)) (p ^ 2 / (2 * freeMass s m lam ω)) := by
  refine ⟨⟨relaxed s m lam ω p, energy_relaxed s hm lam hω p⟩, ?_⟩
  rintro _ ⟨q, rfl⟩
  rw [energy_eq_add_squares s hm lam hω p q, add_assoc]
  have h : 0 ≤ ∑ a ∈ s, ω a ^ 2 / 2 * (q a - relaxed s m lam ω p a) ^ 2 :=
    Finset.sum_nonneg fun a _ => by positivity
  exact le_add_of_nonneg_right (add_nonneg (by positivity) h)
```

Q: Could another field configuration do equally well?

A: Not on the modes in `s`. If the energy equals the minimum, the sum of mode squares is zero, so each one is zero. Conversely, the energy depends only on displacements in `s`, so agreement there suffices.

```lean
/-- For `m > 0` and positive frequencies, a field configuration attains the minimal energy
exactly when every mode in `s` has its relaxed displacement. -/
theorem energy_eq_min_iff (s : Finset ι) {m : ℝ} (hm : 0 < m) (lam : ι → ℝ) {ω : ι → ℝ}
    (hω : ∀ a ∈ s, 0 < ω a) (p : ℝ) (q : ι → ℝ) :
    energy s m lam ω p q = p ^ 2 / (2 * freeMass s m lam ω)
      ↔ ∀ a ∈ s, q a = relaxed s m lam ω p a := by
  constructor
  · intro h a ha
    rw [energy_eq_add_squares s hm lam hω p q] at h
    have hterm : ∀ b ∈ s, 0 ≤ ω b ^ 2 / 2 * (q b - relaxed s m lam ω p b) ^ 2 :=
      fun b _ => by positivity
    have hkin : 0 ≤ m / 2 *
        ((p - ∑ a ∈ s, lam a * q a) / m - p / freeMass s m lam ω) ^ 2 := by positivity
    -- a vanishing sum of squares forces each square to vanish
    have hzero : ∑ b ∈ s, ω b ^ 2 / 2 * (q b - relaxed s m lam ω p b) ^ 2 = 0 :=
      le_antisymm (by linarith) (Finset.sum_nonneg hterm)
    have h1 := (Finset.sum_eq_zero_iff_of_nonneg hterm).mp hzero a ha
    have hpos : ω a ^ 2 / 2 ≠ 0 := by
      have := hω a ha
      positivity
    have h2 := (mul_eq_zero.mp h1).resolve_left hpos
    exact sub_eq_zero.mp (pow_eq_zero_iff (two_ne_zero) |>.mp h2)
  · intro h
    have h1 : ∑ a ∈ s, lam a * q a = ∑ a ∈ s, lam a * relaxed s m lam ω p a :=
      Finset.sum_congr rfl fun a ha => by rw [h a ha]
    have h2 : ∑ a ∈ s, ω a ^ 2 * q a ^ 2 / 2
        = ∑ a ∈ s, ω a ^ 2 * relaxed s m lam ω p a ^ 2 / 2 :=
      Finset.sum_congr rfl fun a ha => by rw [h a ha]
    have h3 : energy s m lam ω p q = energy s m lam ω p (relaxed s m lam ω p) := by
      unfold energy
      rw [h1, h2]
    exact h3.trans (energy_relaxed s hm lam hω p)
```

With `s` empty, $M=m$, the energy is $p^2/(2m)$, and every `q` attains it.

Q: Now I add a mode to the cavity.

A: That is `insert a s`, with `a` not already in `s`. The mass grows by $\lambda_a^2/\omega_a^2$, which is positive exactly when the coupling is nonzero.

```lean
/-- Adding a new mode of positive frequency strictly increases the free-electron mass exactly
when its coupling is nonzero. -/
theorem freeMass_lt_insert_iff [DecidableEq ι] {s : Finset ι} {a : ι} (ha : a ∉ s) (m : ℝ)
    (lam : ι → ℝ) {ω : ι → ℝ} (hωa : 0 < ω a) :
    freeMass s m lam ω < freeMass (insert a s) m lam ω ↔ lam a ≠ 0 := by
  unfold freeMass
  rw [Finset.sum_insert ha]
  constructor
  · intro h h0
    simp [h0] at h
  · intro h
    have hpos : 0 < lam a ^ 2 / ω a ^ 2 := by positivity
    linarith
```

For $p\neq0$, the larger denominator strictly lowers $p^2/(2M)$. With positive frequencies on all modes, `isLeast_energy` identifies both values as minima. At $p=0$ both are zero. These are classical minima: in the quantum problem the new mode also raises the zero-point energy, so the total energy need not fall.

```lean
/-- For `m > 0` and `p ≠ 0`, adding a new mode of positive frequency and nonzero coupling
strictly lowers the value `p ^ 2 / (2 * M)`. -/
theorem min_energy_insert_lt [DecidableEq ι] {s : Finset ι} {a : ι} (ha : a ∉ s) {m : ℝ}
    (hm : 0 < m) {lam ω : ι → ℝ} (hωa : 0 < ω a) (hlam : lam a ≠ 0) {p : ℝ} (hp : p ≠ 0) :
    p ^ 2 / (2 * freeMass (insert a s) m lam ω) < p ^ 2 / (2 * freeMass s m lam ω) := by
  have hM := freeMass_pos s hm lam ω
  have hlt := (freeMass_lt_insert_iff ha m lam hωa).mpr hlam
  exact div_lt_div_of_pos_left (by positivity) (by linarith) (by linarith)

end

end PauliFierzFreeElectron
```

```lean
#print axioms PauliFierzFreeElectron.isLeast_energy
-- 'PauliFierzFreeElectron.isLeast_energy' depends on axioms: [propext, Classical.choice, Quot.sound]
#print axioms PauliFierzFreeElectron.energy_eq_min_iff
-- 'PauliFierzFreeElectron.energy_eq_min_iff' depends on axioms: [propext, Classical.choice, Quot.sound]
#print axioms PauliFierzFreeElectron.min_energy_insert_lt
-- 'PauliFierzFreeElectron.min_energy_insert_lt' depends on axioms: [propext, Classical.choice, Quot.sound]
```
